# Uniform sampling over one boson period folds Poisson satellites onto the quasiparticle weight

At zero temperature, a single level coupled linearly to one undamped boson mode has a quasiparticle line and satellites with Poisson weights. A program that reads these weights from time samples evaluates a finite Fourier sum, called the sampled weight here, in which higher satellites are added to lower ones. The grid has $N$ time steps of length $h$ spanning exactly one period of a boson of frequency $\omega_0$, so $Nh\omega_0=2\pi$. The dimensionless coupling strength $a$ is the mean boson number of the Poisson distribution, and is quadratic in the linear coupling constant. With frequencies measured from the quasiparticle energy, the cumulant factor and the exact weight of satellite $m$ are

$$F(t)=e^{a(e^{-i\omega_0t}-1)},\qquad p(m)=e^{-a}\frac{a^m}{m!},$$

where $m=0$ is the quasiparticle. For $0\le n<N$, the sampled weight satisfies

$$S_n=\frac1N\sum_{j=0}^{N-1}F(jh)e^{in\omega_0jh}
=\sum_{k\ge0}p(n+kN).$$

For $a>0$, the quasiparticle weight is therefore overestimated:

$$e^{-a}<S_0\le e^{-a}+\frac{a^N}{N!}.$$

## Reading satellite weights from an FFT

When a cumulant code obtains spectral weights by a discrete Fourier transform in time, high satellites can fold into the low-frequency bins and add an error to the weights read there. For one undamped boson mode sampled over exactly one period, choosing the number $N$ of steps so that $a^N/N!$ is below a chosen tolerance is sufficient to keep the quasiparticle error below it; fewer steps may be enough, because the leading error $p(N)$ is smaller than this bound by a factor $e^{-a}$. Frequencies are measured from the quasiparticle energy, and the transform has a plus sign in the exponent and a prefactor $1/N$.

## From orthogonal harmonics to the error bound

Expanding the outer exponential gives

$$F(t)=e^{-a}\sum_{m\ge0}\frac{(ae^{-i\omega_0t})^m}{m!}
=\sum_{m\ge0}p(m)e^{-im\omega_0t}.$$

On the grid, the overlap of harmonics $m$ and $n$ is $\sum_{j=0}^{N-1}z^j$ with $z=e^{i(n-m)\omega_0h}=e^{2\pi i(n-m)/N}$. If $m\equiv n\pmod N$, then $z=1$ and the sum is $N$. Otherwise $z\ne1$, and $(z-1)\sum_jz^j=z^N-1=0$ makes the sum vanish.

A finite sum of convergent series can be taken term by term, so $S_n$ is the sum of $p(m)$ over all $m\equiv n\pmod N$. Since $n<N$, these are $m=n+kN$ with $k\ge0$. Every term is real, hence so is $S_n$.

Now let $a\ge0$. Removing the $k=0$ term leaves

$$S_n-p(n)=\sum_{k\ge0}p(n+(k+1)N)\ge p(n+N).$$

For the upper bound, $(n+N+kN)!\ge(n+N)!\,(kN)!$ gives

$$p(n+N+kN)\le\frac{a^{n+N}}{(n+N)!}\,p(kN).$$

Summing over $k$ and using $\sum_kp(kN)\le\sum_mp(m)=1$ yields $S_n-p(n)\le a^{n+N}/(n+N)!$. Setting $n=0$ gives the quasiparticle bound; the excess is strictly positive for $a>0$ because $p(N)>0$.

With two samples, $F(0)=1$ and $F(h)=e^{-2a}$, so $S_0=(1+e^{-2a})/2$.

## Four samples at unit coupling

For $a=1$ and $N=4$, the boson phases are $1,-i,-1,i$, and

$$S_0=\frac{1+e^{-2}+2e^{-1}\cos1}{4}\approx0.3832.$$

The exact weight is $e^{-1}\approx0.3679$. The excess, about $0.0153$, is almost entirely $p(4)=e^{-1}/24$, and lies below the bound $1/24\approx0.0417$. Two samples would give $0.5677$.

## The Lean file

```lean
import Mathlib

open Complex (I)
open Finset (range)

namespace CumulantAliasing

noncomputable section

/-- The cumulant factor `exp(a (exp(-i w0 t) - 1))` of a level coupled with strength `a` to a
boson of frequency `w0`. -/
def cumulantFactor (a w0 t : ℝ) : ℂ :=
  Complex.exp (a * (Complex.exp (-I * w0 * t) - 1))

/-- The Poisson weight `exp(-a) a^m / m!` of the `m`-th satellite; `m = 0` is the
quasiparticle. -/
def satelliteWeight (a : ℝ) (m : ℕ) : ℝ :=
  Real.exp (-a) * a ^ m / (m.factorial : ℝ)

/-- The discrete Fourier weight at frequency `n w0`, computed from the `N` samples of the
cumulant factor at times `j h`, for `N ≥ 1`. -/
def sampledWeight (a w0 h : ℝ) (N n : ℕ) : ℂ :=
  1 / (N : ℂ) * ∑ j ∈ range N,
    cumulantFactor a w0 (j * h) * Complex.exp (I * (n * w0) * (j * h))

/-- On a grid of `N` steps spanning one boson period, the harmonics `m` and `n` have overlap `N`
if `m` and `n` agree modulo `N`, and are orthogonal otherwise. -/
theorem grid_orthogonality {N : ℕ} {h w0 : ℝ} (hN : N * h * w0 = 2 * Real.pi) (m n : ℕ) :
    ∑ j ∈ range N, Complex.exp (-I * (m * w0) * (j * h)) * Complex.exp (I * (n * w0) * (j * h))
      = if m ≡ n [MOD N] then (N : ℂ) else 0 := by
  have hc : (N : ℂ) * h * w0 = 2 * Real.pi := by exact_mod_cast hN
  -- every term is a power of one phase z
  obtain ⟨z, hz⟩ : ∃ z, z = Complex.exp (((n : ℂ) - m) * (h * w0) * I) := ⟨_, rfl⟩
  have hterm : ∀ j ∈ range N, Complex.exp (-I * (m * w0) * (j * h)) *
      Complex.exp (I * (n * w0) * (j * h)) = z ^ j := by
    intro j _
    rw [hz, ← Complex.exp_nat_mul, ← Complex.exp_add]
    congr 1
    ring
  rw [Finset.sum_congr rfl hterm]
  have hzN : z ^ N = 1 := by
    rw [hz, ← Complex.exp_nat_mul, Complex.exp_eq_one_iff]
    exact ⟨(n : ℤ) - m, by push_cast; linear_combination ((n : ℂ) - m) * I * hc⟩
  -- the phase is trivial exactly when the harmonics coincide on the grid
  have hz1 : z = 1 ↔ m ≡ n [MOD N] := by
    rw [hz, Complex.exp_eq_one_iff, Nat.modEq_iff_dvd]
    constructor
    · rintro ⟨k, hk⟩
      refine ⟨k, ?_⟩
      have h2 : (((n : ℤ) - m : ℤ) : ℂ) = ((N * k : ℤ) : ℂ) := by
        push_cast
        apply mul_right_cancel₀ Complex.two_pi_I_ne_zero
        linear_combination (N : ℂ) * hk - ((n : ℂ) - m) * I * hc
      exact Int.cast_injective h2
    · rintro ⟨k, hk⟩
      have hk' := congrArg (Int.cast : ℤ → ℂ) hk
      push_cast at hk'
      exact ⟨k, by rw [hk']; linear_combination (k : ℂ) * I * hc⟩
  by_cases hm : m ≡ n [MOD N]
  · rw [if_pos hm, hz1.2 hm]
    simp
  · rw [if_neg hm]
    have hg := geom_sum_mul z N
    rw [hzN, sub_self] at hg
    exact (mul_eq_zero.1 hg).resolve_right (sub_ne_zero.2 fun e => hm (hz1.1 e))

/-- Folding of satellites: if `N` time steps span one boson period and `n < N`, the sampled weight
at `n w0` is the sum of the exact weights of the satellites `n, n + N, n + 2N, ...`. -/
theorem hasSum_sampledWeight (a : ℝ) {N n : ℕ} {h w0 : ℝ}
    (hN : N * h * w0 = 2 * Real.pi) (hn : n < N) :
    HasSum (fun k : ℕ => (satelliteWeight a (n + k * N) : ℂ)) (sampledWeight a w0 h N n) := by
  have hN0 : (N : ℂ) ≠ 0 := by exact_mod_cast (by omega : N ≠ 0)
  -- exponential series of the cumulant factor
  have hexp : ∀ t : ℝ, HasSum (fun m : ℕ => (satelliteWeight a m : ℂ) *
      Complex.exp (-I * (m * w0) * t)) (cumulantFactor a w0 t) := by
    intro t
    have h1 : HasSum (fun m : ℕ => (a * Complex.exp (-I * w0 * t)) ^ m / (m.factorial : ℂ))
        (Complex.exp (a * Complex.exp (-I * w0 * t))) := by
      rw [Complex.exp_eq_exp_ℂ]
      exact NormedSpace.expSeries_div_hasSum_exp _
    have h2 : HasSum (fun m : ℕ => Complex.exp (-a) *
        ((a * Complex.exp (-I * w0 * t)) ^ m / (m.factorial : ℂ)))
        (Complex.exp (-a) * Complex.exp (a * Complex.exp (-I * w0 * t))) := h1.mul_left _
    convert h2 using 1
    · funext m
      have e : Complex.exp (-I * (m * w0) * t) = Complex.exp (-I * w0 * t) ^ m := by
        rw [← Complex.exp_nat_mul]
        congr 1
        ring
      rw [e, mul_pow, satelliteWeight]
      push_cast
      ring
    · rw [cumulantFactor, ← Complex.exp_add]
      congr 1
      ring
  -- exchange the series with the finite Fourier sum
  have h2 := hasSum_sum (s := range N) (fun j _ =>
    (hexp (j * h)).mul_right (Complex.exp (I * (n * w0) * (j * h))))
  have h3 : HasSum _ (sampledWeight a w0 h N n) := h2.mul_left (1 / (N : ℂ))
  have h4 : HasSum (fun m : ℕ => if m ≡ n [MOD N] then (satelliteWeight a m : ℂ) else 0)
      (sampledWeight a w0 h N n) := by
    convert h3 using 1
    funext m
    have e : ∑ j ∈ range N, (satelliteWeight a m : ℂ) *
        Complex.exp (-I * (m * w0) * ((j * h : ℝ) : ℂ)) * Complex.exp (I * (n * w0) * (j * h))
        = satelliteWeight a m * if m ≡ n [MOD N] then (N : ℂ) else 0 := by
      rw [← grid_orthogonality hN m n, Finset.mul_sum]
      refine Finset.sum_congr rfl fun j _ => ?_
      push_cast
      ring
    rw [e]
    split_ifs
    · field_simp
    · simp
  -- the surviving harmonics are n + k N
  have hinj : Function.Injective (fun k : ℕ => n + k * N) := fun x y hxy =>
    Nat.eq_of_mul_eq_mul_right (by omega : 0 < N) (Nat.add_left_cancel hxy)
  have hout : ∀ m ∉ Set.range (fun k : ℕ => n + k * N),
      (if m ≡ n [MOD N] then (satelliteWeight a m : ℂ) else 0) = 0 := by
    intro m hm
    refine if_neg fun hmod => hm ⟨m / N, ?_⟩
    have h6 : m % N = n := (show m % N = n % N from hmod).trans (Nat.mod_eq_of_lt hn)
    have h7 := Nat.mod_add_div m N
    rw [h6, mul_comm] at h7
    exact h7
  convert (hinj.hasSum_iff hout).2 h4 using 1
  funext k
  simp [Nat.ModEq]

/-- If `N` time steps span one boson period and `n < N`, the sampled weight has no imaginary part,
and its real part is the sum of the folded satellite weights. -/
theorem sampledWeight_real (a : ℝ) {N n : ℕ} {h w0 : ℝ}
    (hN : N * h * w0 = 2 * Real.pi) (hn : n < N) :
    (sampledWeight a w0 h N n).im = 0 ∧
      HasSum (fun k : ℕ => satelliteWeight a (n + k * N)) (sampledWeight a w0 h N n).re := by
  have hs := hasSum_sampledWeight a hN hn
  have him : HasSum (fun _ : ℕ => (0 : ℝ)) (sampledWeight a w0 h N n).im :=
    Complex.imCLM.hasSum hs
  exact ⟨him.unique hasSum_zero, Complex.reCLM.hasSum hs⟩

/-- For `a ≥ 0`, `n < N` and `N` steps per boson period, the sampled weight exceeds the exact one
by at least the weight of satellite `n + N` and at most `a^(n+N) / (n+N)!`. -/
theorem folded_excess {a : ℝ} (ha : 0 ≤ a) {N n : ℕ} {h w0 : ℝ}
    (hN : N * h * w0 = 2 * Real.pi) (hn : n < N) :
    satelliteWeight a (n + N) ≤ (sampledWeight a w0 h N n).re - satelliteWeight a n ∧
      (sampledWeight a w0 h N n).re - satelliteWeight a n
        ≤ a ^ (n + N) / ((n + N).factorial : ℝ) := by
  have hpos : ∀ m, 0 ≤ satelliteWeight a m := fun m => by unfold satelliteWeight; positivity
  -- remove the genuine satellite k = 0
  have hshift : HasSum (fun k : ℕ => satelliteWeight a (n + (k + 1) * N))
      ((sampledWeight a w0 h N n).re - satelliteWeight a n) := by
    simpa using (hasSum_nat_add_iff' 1).2 (sampledWeight_real a hN hn).2
  constructor
  · simpa using sum_le_hasSum {0} (fun k _ => hpos _) hshift
  · -- the Poisson weights sum to one
    have hone : HasSum (satelliteWeight a) 1 := by
      have h1 : HasSum (fun m : ℕ => a ^ m / (m.factorial : ℝ)) (Real.exp a) := by
        rw [Real.exp_eq_exp_ℝ]
        exact NormedSpace.expSeries_div_hasSum_exp _
      have h2 : HasSum (fun m : ℕ => Real.exp (-a) * (a ^ m / (m.factorial : ℝ)))
          (Real.exp (-a) * Real.exp a) := h1.mul_left _
      convert h2 using 1
      · funext m
        rw [satelliteWeight, mul_div_assoc]
      · rw [← Real.exp_add, neg_add_cancel, Real.exp_zero]
    have hg := hone.mul_left (a ^ (n + N) / ((n + N).factorial : ℝ))
    rw [mul_one] at hg
    have hinj : Function.Injective (fun k : ℕ => k * N) := fun x y hxy =>
      Nat.eq_of_mul_eq_mul_right (by omega : 0 < N) hxy
    refine hasSum_le_inj (fun k : ℕ => k * N) hinj
      (fun m _ => mul_nonneg (by positivity) (hpos m)) (fun k => ?_) hshift hg
    -- compare term by term, using r! s! ≤ (r + s)!
    have e : n + N + k * N = n + (k + 1) * N := by ring
    have hfac : ((n + N).factorial : ℝ) * ((k * N).factorial : ℝ)
        ≤ ((n + N + k * N).factorial : ℝ) := by
      exact_mod_cast Nat.le_of_dvd (Nat.factorial_pos _)
        (Nat.factorial_mul_factorial_dvd_factorial_add (n + N) (k * N))
    rw [← e]
    unfold satelliteWeight
    calc Real.exp (-a) * a ^ (n + N + k * N) / ((n + N + k * N).factorial : ℝ)
        ≤ Real.exp (-a) * a ^ (n + N + k * N) /
          (((n + N).factorial : ℝ) * ((k * N).factorial : ℝ)) := by gcongr
      _ = a ^ (n + N) / ((n + N).factorial : ℝ) *
          (Real.exp (-a) * a ^ (k * N) / ((k * N).factorial : ℝ)) := by
        rw [pow_add a (n + N) (k * N)]
        ring

/-- For `a > 0` and `N` steps per boson period, sampling strictly overestimates the quasiparticle
weight `exp(-a)`, by at most `a^N / N!`. -/
theorem quasiparticle_overestimated {a : ℝ} (ha : 0 < a) {N : ℕ} {h w0 : ℝ}
    (hN : N * h * w0 = 2 * Real.pi) :
    Real.exp (-a) < (sampledWeight a w0 h N 0).re ∧
      (sampledWeight a w0 h N 0).re ≤ Real.exp (-a) + a ^ N / (N.factorial : ℝ) := by
  have hNpos : 0 < N := Nat.pos_of_ne_zero (by
    rintro rfl
    simp [Real.pi_ne_zero] at hN)
  obtain ⟨h1, h2⟩ := folded_excess ha.le hN hNpos
  have h0 : satelliteWeight a 0 = Real.exp (-a) := by simp [satelliteWeight]
  have hp : 0 < satelliteWeight a N := by unfold satelliteWeight; positivity
  rw [zero_add, h0] at h1 h2
  constructor <;> linarith

/-- With two samples per boson period, the sampled quasiparticle weight is
`(1 + exp(-2a)) / 2`. -/
theorem two_samples (a : ℝ) {h w0 : ℝ} (hw : h * w0 = Real.pi) :
    sampledWeight a w0 h 2 0 = (((1 + Real.exp (-2 * a)) / 2 : ℝ) : ℂ) := by
  have hc : (h : ℂ) * w0 = Real.pi := by exact_mod_cast hw
  -- half a period later the boson phase is -1
  have he : Complex.exp (-I * w0 * h) = -1 := by
    rw [show -I * (w0 : ℂ) * h = -(Real.pi * I) by linear_combination -I * hc,
      Complex.exp_neg, Complex.exp_pi_mul_I]
    norm_num
  have h0 : cumulantFactor a w0 ((0 : ℕ) * h) = 1 := by simp [cumulantFactor]
  have h1 : cumulantFactor a w0 ((1 : ℕ) * h) = Complex.exp (-2 * a) := by
    rw [Nat.cast_one, one_mul, cumulantFactor, he]
    congr 1
    ring
  rw [sampledWeight, Finset.sum_range_succ, Finset.sum_range_one, h0, h1]
  simp only [Nat.cast_zero, zero_mul, mul_zero, Complex.exp_zero, mul_one]
  push_cast
  ring

end

end CumulantAliasing
```

```lean
#print axioms CumulantAliasing.sampledWeight_real
#print axioms CumulantAliasing.quasiparticle_overestimated
#print axioms CumulantAliasing.two_samples
```

```
'CumulantAliasing.sampledWeight_real' depends on axioms: [propext, Classical.choice, Quot.sound]
'CumulantAliasing.quasiparticle_overestimated' depends on axioms: [propext, Classical.choice, Quot.sound]
'CumulantAliasing.two_samples' depends on axioms: [propext, Classical.choice, Quot.sound]
```

## What the theorems secure for a code

`cumulantFactor`, `satelliteWeight` and `sampledWeight` are $F$, $p$ and $S_n$. The hypothesis `hN` is the one-period condition; it forces $N$, $h$ and $\omega_0$ to be nonzero. `HasSum` says that the series converges to the stated number. The folding identity holds for every real $a$, while the bounds need the stated signs.

`grid_orthogonality` turns each overlap into powers of `z` and applies `geom_sum_mul`. In `hasSum_sampledWeight`, `hasSum_sum` exchanges the sums, and `hinj.hasSum_iff` discards the vanishing harmonics. `sampledWeight_real` takes real and imaginary parts.

`folded_excess` removes the exact satellite, then compares the remaining terms with the normalised Poisson series through `hasSum_le_inj`. `quasiparticle_overestimated` is its case $n=0$, with strict positivity added. `two_samples` evaluates the two terms directly.

The coupling $a$ and the single sharp frequency are inputs, not derived from a GW self-energy. Damping, plasmon dispersion, grids that miss a whole period and floating-point rounding all need a separate analysis.
